# Partial particle-hole transformation of the Hubbard model with real bipartite hopping: $(U,\mu,h)\to(-U,h,\mu)$

Doping a repulsive Hubbard model away from half filling generally gives auxiliary-field Monte Carlo weights of varying sign. The attractive model behaves better: at zero magnetic field and with real hopping, a field coupled to the density gives both spin species the same real determinant, so their product is non-negative at any filling. Can a repulsive problem be rewritten as an attractive one, and what happens to its doping and magnetization? On a finite lattice with real symmetric hopping between opposite sublattices only, exchanging particles and holes for one spin species gives the answer.

## Exchanging particles and holes for spin down

Let $c_{i\sigma}$ annihilate a fermion of spin $\sigma$ on site $i$, let $n_{i\sigma}=c_{i\sigma}^\dagger c_{i\sigma}$, and let $\varepsilon_i=\pm1$ be the sublattice sign. The Hamiltonian is

$$
\begin{aligned}
H(U,\mu,h)={}&-\sum_{i,j,\sigma}t_{ij}c_{i\sigma}^\dagger c_{j\sigma}
+U\sum_i(n_{i\uparrow}-\tfrac12)(n_{i\downarrow}-\tfrac12)\\
&-\mu\sum_i(n_{i\uparrow}+n_{i\downarrow}-1)-h\sum_i(n_{i\uparrow}-n_{i\downarrow}).
\end{aligned}
$$

Here $t_{ij}$ is the hopping amplitude, $U$ the interaction strength, $\mu$ the chemical potential measured from half filling, and $h$ the magnetic field. Define new modes

$$d_{i\uparrow}=c_{i\uparrow},\qquad d_{i\downarrow}=\varepsilon_i c_{i\downarrow}^\dagger .$$

The claim is that the $d$ modes obey the canonical anticommutation relations (CAR), and that $H(U,\mu,h)$ written with $d$ equals $H(-U,h,\mu)$ written with $c$.

**Anticommutators.** The relations for $c$ are $\{c_k,c_l\}=0$ and $\{c_k,c_l^\dagger\}=\delta_{kl}$; the adjoint of the first is $\{c_k^\dagger,c_l^\dagger\}=0$. The up-up relations are unchanged. The others are

$$
\begin{aligned}
\{d_{i\uparrow},d_{j\downarrow}\}&=\varepsilon_j\{c_{i\uparrow},c_{j\downarrow}^\dagger\}=0,&
\{d_{i\downarrow},d_{j\downarrow}\}&=\varepsilon_i\varepsilon_j\{c_{i\downarrow}^\dagger,c_{j\downarrow}^\dagger\}=0,\\
\{d_{i\uparrow},d_{j\downarrow}^\dagger\}&=\varepsilon_j\{c_{i\uparrow},c_{j\downarrow}\}=0,&
\{d_{i\downarrow},d_{j\downarrow}^\dagger\}&=\varepsilon_i\varepsilon_j\{c_{i\downarrow}^\dagger,c_{j\downarrow}\}=\delta_{ij}.
\end{aligned}
$$

The remaining mixed relation, $\{d_{i\downarrow},d_{j\uparrow}^\dagger\}=0$, is the adjoint of the third one with the site labels exchanged.

**Local terms.** Since $\varepsilon_i^2=1$,

$$d_{i\downarrow}^\dagger d_{i\downarrow}=c_{i\downarrow}c_{i\downarrow}^\dagger=1-n_{i\downarrow}.$$

Substitution gives

$$
\begin{aligned}
n_{i\uparrow}+(1-n_{i\downarrow})-1&=n_{i\uparrow}-n_{i\downarrow},\\
n_{i\uparrow}-(1-n_{i\downarrow})&=n_{i\uparrow}+n_{i\downarrow}-1,\\
(n_{i\uparrow}-\tfrac12)(\tfrac12-n_{i\downarrow})&=-(n_{i\uparrow}-\tfrac12)(n_{i\downarrow}-\tfrac12).
\end{aligned}
$$

Doping and magnetization have changed places, and the interaction has changed sign.

**Hopping.** For $i\ne j$,

$$d_{i\downarrow}^\dagger d_{j\downarrow}=\varepsilon_i\varepsilon_jc_{i\downarrow}c_{j\downarrow}^\dagger=-\varepsilon_i\varepsilon_jc_{j\downarrow}^\dagger c_{i\downarrow}.$$

Between opposite sublattices $-\varepsilon_i\varepsilon_j=1$. Relabelling the sum and using $t_{ij}=t_{ji}$,

$$\sum_{i,j}t_{ij}c_{j\downarrow}^\dagger c_{i\downarrow}=\sum_{i,j}t_{ji}c_{i\downarrow}^\dagger c_{j\downarrow}=\sum_{i,j}t_{ij}c_{i\downarrow}^\dagger c_{j\downarrow}.$$

The hopping is invariant, which completes the claim.

## One site in numbers, and a triangle that fails

Take one site, so $t=0$, with $(U,\mu,h)=(4,1,0.5)$. The partner has $(-4,0.5,1)$. A state with $d$ occupations $(n_\uparrow,n_\downarrow)$ has $c$ occupations $(n_\uparrow,1-n_\downarrow)$.

| State in $d$ | Energy at $(4,1,0.5)$ | Same state in $c$ | Energy at $(-4,0.5,1)$ |
|---|---:|---|---:|
| empty | $1+1=2$ | down | $1+1=2$ |
| up | $-1-0.5=-1.5$ | double | $-1-0.5=-1.5$ |
| down | $-1+0.5=-0.5$ | empty | $-1+0.5=-0.5$ |
| double | $1-1=0$ | up | $1-1=0$ |

Now take a triangle with $t_{ij}=1$ on all three bonds. However the signs $\varepsilon_i$ are chosen, two sites share a sign, and the down-spin hopping on their bond is reversed in sign. Real symmetric hopping with zero diagonal is therefore not enough for this transformation to preserve the hopping.

## Fermion modes in a star ring

The operators live in a ring `A` whose `star` is the adjoint.

In Lean 4 with Mathlib:

```lean
import Mathlib

open Matrix

namespace DopingMagnetization

noncomputable section

variable {A : Type*} [Ring A] [StarRing A]
```

`IsCAR` states the two families of anticommutation relations for modes labelled by any type `κ`.

```lean
/-- The canonical anticommutation relations for a family of fermion modes `c k`,
with `star (c k)` the creation operator. -/
structure IsCAR {κ : Type*} [DecidableEq κ] (c : κ → A) : Prop where
  anti : ∀ k l, c k * c l + c l * c k = 0
  mixed : ∀ k l, c k * star (c l) + star (c l) * c k = if k = l then 1 else 0
```

To exhibit such modes, the Jordan-Wigner construction adds one at a time. The new mode is a 2 by 2 lowering matrix; each old mode acts with opposite signs on the two blocks.

```lean
/-- Jordan-Wigner step: one new mode is put in front of `n` given modes, which
acquire a minus sign on the second block. -/
def addMode {n : ℕ} (c : Fin n → A) : Fin (n + 1) → Matrix (Fin 2) (Fin 2) A :=
  Fin.cons !![0, 1; 0, 0] (fun k => !![c k, 0; 0, -c k])
```

The proof treats new and old modes separately and compares matrix entries. The block signs make new and old modes anticommute, and they square away between two old modes. The auxiliary statement `hs` computes the adjoint of a block matrix.

```lean
/-- The Jordan-Wigner step turns modes that obey the CAR into modes that obey the CAR. -/
theorem addMode_isCAR {n : ℕ} {c : Fin n → A} (hc : IsCAR c) : IsCAR (addMode c) := by
  constructor
  · intro k l
    refine Fin.cases ?_ (fun k => ?_) k <;> refine Fin.cases ?_ (fun l => ?_) l <;>
      ext a b <;> fin_cases a <;> fin_cases b <;>
      simp [addMode, hc.anti]
  · -- the adjoint of a 2 by 2 block matrix, entry by entry
    have hs : ∀ w x y z : A, star !![w, x; y, z] = !![star w, star y; star x, star z] := by
      intro w x y z
      ext i j
      fin_cases i <;> fin_cases j <;> rfl
    intro k l
    refine Fin.cases ?_ (fun k => ?_) k <;> refine Fin.cases ?_ (fun l => ?_) l
    · ext a b
      fin_cases a <;> fin_cases b <;> simp [addMode, hs]
    · ext a b
      fin_cases a <;> fin_cases b <;> simp [addMode, hs, (Fin.succ_ne_zero l).symm]
    · ext a b
      fin_cases a <;> fin_cases b <;> simp [addMode, hs]
    · rcases eq_or_ne k l with rfl | hkl <;> ext a b <;> fin_cases a <;> fin_cases b <;>
        simp [addMode, hc.mixed, *]
```

Starting from no modes over `ℂ`, four steps give the modes of a two-site lattice as nested matrices, equivalent to operators on a 16-dimensional Fock space. In `Fin 2 ⊕ Fin 2`, the left copy is spin up and the right copy spin down.

```lean
/-- Four explicit fermion modes, for two sites with spin up (left) and spin down (right). -/
def dimerModes (k : Fin 2 ⊕ Fin 2) :=
  addMode (addMode (addMode (addMode (Fin.elim0 : Fin 0 → ℂ))))
    (finSumFinEquiv k : Fin (2 + 2))
```

The next theorem supplies a concrete case with nonzero hopping that satisfies all the assumptions used later. Injectivity of the relabelling carries the Kronecker delta over to the spin-site labels.

```lean
/-- The two-site modes obey the CAR, and the hopping matrix of a single bond is symmetric
and connects opposite sublattices only. -/
theorem dimer_witness : IsCAR dimerModes ∧ (!![0, 1; 1, 0] : Matrix (Fin 2) (Fin 2) ℝ).IsSymm ∧
    ∀ i j, (!![0, 1; 1, 0] : Matrix (Fin 2) (Fin 2) ℝ) i j ≠ 0 →
      ![true, false] i ≠ ![true, false] j := by
  have h0 : IsCAR (Fin.elim0 : Fin 0 → ℂ) := ⟨fun k => k.elim0, fun k => k.elim0⟩
  have h := addMode_isCAR (addMode_isCAR (addMode_isCAR (addMode_isCAR h0)))
  have hi : Function.Injective
      (fun k : Fin 2 ⊕ Fin 2 => (finSumFinEquiv k : Fin (2 + 2))) := Equiv.injective _
  refine ⟨⟨fun k l => h.anti (finSumFinEquiv k : Fin (2 + 2)) (finSumFinEquiv l : Fin (2 + 2)),
    fun k l => (h.mixed (finSumFinEquiv k : Fin (2 + 2))
      (finSumFinEquiv l : Fin (2 + 2))).trans (if_congr hi.eq_iff rfl rfl)⟩, ?_, ?_⟩
  · exact Matrix.IsSymm.ext fun i j => by fin_cases i <;> fin_cases j <;> simp
  · intro i j
    fin_cases i <;> fin_cases j <;> simp
```

## The transformation and the Hamiltonian

From here `A` is also a real algebra, which includes complex operator algebras. The Boolean label `s i` names the sublattice, and `sgn s i` is $\varepsilon_i$, not the sign of a number.

```lean
variable [Algebra ℝ A] {ι : Type*}

/-- The sublattice sign, `+1` on one sublattice and `-1` on the other. -/
def sgn (s : ι → Bool) (i : ι) : ℝ := if s i then 1 else -1
```

`partialPH s c` is the family $d$; `.inl i` and `.inr i` stand for $i\uparrow$ and $i\downarrow$.

```lean
/-- Partial particle-hole transformation: spin up is untouched, and the spin-down
annihilator becomes the creator times the sublattice sign. -/
def partialPH (s : ι → Bool) (c : ι ⊕ ι → A) : ι ⊕ ι → A :=
  Sum.elim (fun i => c (.inl i)) (fun i => sgn s i • star (c (.inr i)))

/-- The occupation number of a mode. -/
def num (c : ι ⊕ ι → A) (k : ι ⊕ ι) : A := star (c k) * c k
```

`doping` is the particle excess over half filling, so hole doping is negative.

```lean
/-- The local doping `n_up + n_dn - 1`. -/
def doping (c : ι ⊕ ι → A) (i : ι) : A := num c (.inl i) + num c (.inr i) - 1
```

`magnetization` is $n_\uparrow-n_\downarrow$, twice the spin component $S^z$ in units of $\hbar$.

```lean
/-- The local magnetization `n_up - n_dn`. -/
def magnetization (c : ι ⊕ ι → A) (i : ι) : A := num c (.inl i) - num c (.inr i)

/-- The interaction `(n_up - 1/2)(n_dn - 1/2)` on one site. -/
def interaction (c : ι ⊕ ι → A) (i : ι) : A :=
  (num c (.inl i) - (1 / 2 : ℝ) • 1) * (num c (.inr i) - (1 / 2 : ℝ) • 1)
```

The hopping sum runs over ordered pairs, so a symmetric `t` includes each bond in both directions.

```lean
/-- Hopping of both spin species with amplitudes `t i j`. -/
def hopping [Fintype ι] (t : Matrix ι ι ℝ) (c : ι ⊕ ι → A) : A :=
  ∑ i, ∑ j, t i j • (star (c (.inl i)) * c (.inl j) + star (c (.inr i)) * c (.inr j))
```

`hubbard` takes the modes as an argument. Transforming the Hamiltonian means inserting `partialPH s c` in place of `c`. The couplings `U`, `μ` and `h` are uniform over a finite set of sites.

```lean
/-- The Hubbard Hamiltonian with interaction `U`, chemical potential `μ` and field `h`. -/
def hubbard [Fintype ι] (t : Matrix ι ι ℝ) (U μ h : ℝ) (c : ι ⊕ ι → A) : A :=
  -hopping t c + U • ∑ i, interaction c i - μ • ∑ i, doping c i - h • ∑ i, magnetization c i
```

## Preservation of the anticommutation relations

The identity $\varepsilon_i^2=1$ is checked on each sublattice.

```lean
theorem sgn_mul_self (s : ι → Bool) (i : ι) : sgn s i * sgn s i = 1 := by
  unfold sgn
  split_ifs <;> norm_num
```

`StarModule ℝ A` says that the adjoint leaves real coefficients unchanged. Applying the transformation twice then multiplies each down mode by $\varepsilon_i^2$ and restores it.

```lean
variable [StarModule ℝ A]

/-- Applying the partial particle-hole transformation twice gives back the original modes. -/
theorem partialPH_involutive (s : ι → Bool) (c : ι ⊕ ι → A) :
    partialPH s (partialPH s c) = c := by
  funext k
  rcases k with i | i
  · rfl
  · simp [partialPH, smul_smul, sgn_mul_self]
```

In the next proof, `hne` is the mixed relation for different modes and `hstar` the adjoint of the annihilator relation. The cases are the spin combinations computed above. Each `linear_combination` names the known relation and its sign factor, and `module` checks the remaining linear algebra.

```lean
variable [DecidableEq ι] {c : ι ⊕ ι → A}

/-- The partial particle-hole transformation preserves the CAR. -/
theorem partialPH_isCAR (s : ι → Bool) (hc : IsCAR c) : IsCAR (partialPH s c) := by
  have hne : ∀ k l, k ≠ l → c k * star (c l) + star (c l) * c k = 0 :=
    fun k l hkl => (hc.mixed k l).trans (if_neg hkl)
  have hstar : ∀ k l, star (c k) * star (c l) + star (c l) * star (c k) = 0 := fun k l => by
    simpa only [star_add, star_mul, star_zero] using congrArg star (hc.anti l k)
  constructor
  · rintro (i | i) (j | j) <;>
      simp only [partialPH, Sum.elim_inl, Sum.elim_inr, mul_smul_comm, smul_mul_assoc]
    · exact hc.anti _ _
    · linear_combination (norm := module) sgn s j • hne (.inl i) (.inr j) (by simp)
    · linear_combination (norm := module) sgn s i • hne (.inl j) (.inr i) (by simp)
    · linear_combination (norm := module) (sgn s i * sgn s j) • hstar (.inr i) (.inr j)
  · rintro (i | i) (j | j) <;>
      simp only [partialPH, Sum.elim_inl, Sum.elim_inr, mul_smul_comm, smul_mul_assoc,
        star_smul, star_trivial, star_star]
    · exact hc.mixed _ _
    · rw [if_neg (by simp)]
      linear_combination (norm := module) sgn s j • hc.anti (.inl i) (.inr j)
    · rw [if_neg (by simp)]
      linear_combination (norm := module) sgn s i • hstar (.inr i) (.inl j)
    · rcases eq_or_ne i j with rfl | hij
      · have m := hc.mixed (.inr i) (.inr i)
        rw [if_pos rfl] at m ⊢
        linear_combination (norm := module)
          (sgn s i * sgn s i) • m + sgn_mul_self s i • (1 : A)
      · rw [if_neg (by simpa using hij)]
        linear_combination (norm := module)
          (sgn s i * sgn s j) • hne (.inr j) (.inr i) (by simpa using hij.symm)
```

## Local densities and bonds

The number identity combines the same-site anticommutator `m` with $\varepsilon_i^2=1$.

```lean
/-- For modes obeying the CAR, spin-down particles become holes: `n_dn` turns into `1 - n_dn`. -/
theorem num_down (s : ι → Bool) (hc : IsCAR c) (i : ι) :
    num (partialPH s c) (.inr i) = 1 - num c (.inr i) := by
  have m := hc.mixed (.inr i) (.inr i)
  rw [if_pos rfl] at m
  simp only [num, partialPH, Sum.elim_inr, mul_smul_comm, smul_mul_assoc, star_smul,
    star_trivial, star_star]
  linear_combination (norm := module) (sgn s i * sgn s i) • m +
    sgn_mul_self s i • (1 - star (c (.inr i)) * c (.inr i))
```

Substituting it into the three local operators gives the exchange. For the interaction, the proof moves the minus sign into the second factor, leaving $(1-n_\downarrow)-\tfrac12=-(n_\downarrow-\tfrac12)$.

```lean
/-- For modes obeying the CAR, local doping and local magnetization are exchanged, and the
interaction changes sign. -/
theorem local_exchange (s : ι → Bool) (hc : IsCAR c) (i : ι) :
    doping (partialPH s c) i = magnetization c i ∧
    magnetization (partialPH s c) i = doping c i ∧
    interaction (partialPH s c) i = -interaction c i := by
  have hu : num (partialPH s c) (.inl i) = num c (.inl i) := rfl
  simp only [doping, magnetization, interaction, hu, num_down s hc]
  refine ⟨by abel, by abel, ?_⟩
  rw [← mul_neg]
  congr 1
  module
```

For distinct sites the anticommutator has no constant term, so reordering the operators yields only a reversed bond and a sign.

```lean
/-- For modes obeying the CAR, a spin-down bond between distinct sites is reversed and
multiplied by minus the product of the two sublattice signs. -/
theorem down_bond (s : ι → Bool) (hc : IsCAR c) {i j : ι} (hij : i ≠ j) :
    star (partialPH s c (.inr i)) * partialPH s c (.inr j) =
      (-(sgn s i * sgn s j)) • (star (c (.inr j)) * c (.inr i)) := by
  have m := hc.mixed (.inr i) (.inr j)
  rw [if_neg (by simpa using hij)] at m
  simp only [partialPH, Sum.elim_inr, mul_smul_comm, smul_mul_assoc, star_smul,
    star_trivial, star_star]
  linear_combination (norm := module) (sgn s i * sgn s j) • m
```

The hypothesis `hb` says that every nonzero amplitude joins opposite sublattices. It also forces `t i i = 0`, excluding on-site energies from the hopping matrix. In the proof, `Finset.sum_comm` performs the relabelling, `ht.apply` uses the symmetry, and `he` is $-\varepsilon_j\varepsilon_i=1$.

```lean
/-- For modes obeying the CAR, real symmetric hopping between opposite sublattices only is
invariant. -/
theorem hopping_invariant [Fintype ι] (s : ι → Bool) (hc : IsCAR c) {t : Matrix ι ι ℝ}
    (ht : t.IsSymm) (hb : ∀ i j, t i j ≠ 0 → s i ≠ s j) :
    hopping t (partialPH s c) = hopping t c := by
  have hu : ∀ i, partialPH s c (.inl i) = c (.inl i) := fun _ => rfl
  have hd : ∑ i, ∑ j, t i j • (star (partialPH s c (.inr i)) * partialPH s c (.inr j)) =
      ∑ i, ∑ j, t i j • (star (c (.inr i)) * c (.inr j)) := by
    -- reversed bonds are relabelled, using the symmetry of t
    rw [Finset.sum_comm]
    refine Finset.sum_congr rfl fun i _ => Finset.sum_congr rfl fun j _ => ?_
    rw [ht.apply i j]
    by_cases h0 : t i j = 0
    · simp only [h0, zero_smul]
    · have hs := hb i j h0
      have hji : j ≠ i := fun h => hs (by rw [h])
      have he : -(sgn s j * sgn s i) = 1 := by
        unfold sgn
        cases hi : s i <;> cases hj : s j <;> simp_all
      rw [down_bond s hc hji, he, one_smul]
  simp only [hopping, smul_add, Finset.sum_add_distrib, hu, hd]
```

## The exchanged couplings

The final theorem inserts the invariant hopping and the three local identities into the Hamiltonian; `module` then collects the coefficients.

```lean
/-- For modes obeying the CAR and real symmetric hopping between opposite sublattices only,
the partial particle-hole transformation turns the Hubbard Hamiltonian with `(U, μ, h)` into
the one with `(-U, h, μ)`. -/
theorem hubbard_partialPH [Fintype ι] (s : ι → Bool) (hc : IsCAR c) {t : Matrix ι ι ℝ}
    (ht : t.IsSymm) (hb : ∀ i j, t i j ≠ 0 → s i ≠ s j) (U μ h : ℝ) :
    hubbard t U μ h (partialPH s c) = hubbard t (-U) h μ c := by
  simp only [hubbard, hopping_invariant s hc ht hb, (local_exchange s hc _).1,
    (local_exchange s hc _).2.1, (local_exchange s hc _).2.2, Finset.sum_neg_distrib]
  module

end

end DopingMagnetization
```

At $\mu=0$, a repulsive model in a field $h$ thus becomes an attractive one with chemical potential $h$ and no field, the case with non-negative weights described at the start. A doped repulsive model at $h=0$ becomes a half-filled attractive model in a field, where that argument no longer applies.

The theorem is an identity between operators. Passing from it to equal spectra or partition functions needs a unitary on Fock space that carries the $c$ modes to the $d$ modes; its existence for finitely many modes is a standard fact, used here without a formal proof.

```lean
#print axioms DopingMagnetization.partialPH_involutive
#print axioms DopingMagnetization.partialPH_isCAR
#print axioms DopingMagnetization.hubbard_partialPH
```

```
'DopingMagnetization.partialPH_involutive' depends on axioms: [propext, Classical.choice, Quot.sound]
'DopingMagnetization.partialPH_isCAR' depends on axioms: [propext, Classical.choice, Quot.sound]
'DopingMagnetization.hubbard_partialPH' depends on axioms: [propext, Classical.choice, Quot.sound]
```
